# Conservation of angular momentum and the Laplace–Runge–Lenz vector in collision-free Kepler motion

If a computed Kepler orbit is checked only by its energy and angular momentum, an ellipse that slowly turns in its plane passes the check, because both quantities are the same for an ellipse and for its rotated copy. A conserved vector lying in the orbital plane detects the drift. For a particle of unit mass with position $r$ and momentum $p$ in the inverse-square force $-k\,r/|r|^3$, that vector is

$$A = p\times L - k\,\frac{r}{|r|},\qquad L = r\times p .$$

Along every motion that never meets the centre, $L$ and $A$ are constant. They also satisfy $A\cdot L=0$ and $|A|^2=k^2+2H|L|^2$, where $H=|p|^2/2-k/|r|$ is the energy.

## Vectors, energy and equations of motion

Vectors are functions `Fin 3 → ℝ`, with components numbered 0, 1, 2. Opening `Matrix` gives the notation `⬝ᵥ` for the dot product and `⨯₃` for the cross product.

```lean
import Mathlib

open Matrix

namespace KeplerLaplaceRungeLenz

noncomputable section
```

The built-in norm on this type is the largest absolute component, so the Euclidean length $|v|=\sqrt{v\cdot v}$ is defined separately.

```lean
/-- The Euclidean length of a vector in three-dimensional space. -/
def len (v : Fin 3 → ℝ) : ℝ := √(v ⬝ᵥ v)
```

With unit mass, momentum and velocity coincide, and the angular momentum is $L=r\times p$.

```lean
/-- The angular momentum `L = r × p` of a particle of unit mass. -/
def angMom (r p : Fin 3 → ℝ) : Fin 3 → ℝ := r ⨯₃ p
```

The constant $k$ is the strength of the potential $-k/|r|$: positive for attraction, negative for repulsion. For one electron and a fixed nucleus of charge $Z$, in atomic units, $k=Z$. The file leaves $k$ an arbitrary real number.

```lean
/-- The Laplace-Runge-Lenz vector `A = p × L - k r / |r|`. -/
def lrl (k : ℝ) (r p : Fin 3 → ℝ) : Fin 3 → ℝ :=
  p ⨯₃ (angMom r p) - (k / len r) • r
```

The energy is $H=|p|^2/2-k/|r|$.

```lean
/-- The Kepler energy `H = p² / 2 - k / |r|`. -/
def energy (k : ℝ) (r p : Fin 3 → ℝ) : ℝ := (p ⬝ᵥ p) / 2 - k / len r
```

The equations of motion are $r'=p$ and $p'=-k\,r/|r|^3$. The structure `IsKeplerMotion` requires them at every real time, together with $r(t)\neq0$. `HasDerivAt f v t` says that $f$ is differentiable at $t$ with derivative $v$. The existence of solutions for given initial data is not treated, and trajectories that collide with the centre at some finite time are excluded.

```lean
/-- A collision-free solution of the Kepler equations `r' = p`, `p' = -k r / |r|³`. -/
structure IsKeplerMotion (k : ℝ) (r p : ℝ → Fin 3 → ℝ) : Prop where
  ne_zero : ∀ t, r t ≠ 0
  velocity : ∀ t, HasDerivAt r (p t) t
  force : ∀ t, HasDerivAt p ((-(k / len (r t) ^ 3)) • r t) t
```

## The rate of change of the distance

The product $v\cdot v=v_0^2+v_1^2+v_2^2$ is a sum of squares and hence nonnegative.

```lean
lemma dot_self_nonneg (v : Fin 3 → ℝ) : 0 ≤ v ⬝ᵥ v :=
  Finset.sum_nonneg fun i _ => mul_self_nonneg (v i)
```

Squaring the square root therefore gives $|v|^2=v\cdot v$.

```lean
/-- The squared length of a vector is its scalar product with itself. -/
theorem len_sq (v : Fin 3 → ℝ) : len v ^ 2 = v ⬝ᵥ v :=
  Real.sq_sqrt (dot_self_nonneg v)
```

If $v\neq0$, then $v\cdot v\neq0$, and so $|v|>0$. This permits the divisions by $|r|$ below.

```lean
lemma len_pos {v : Fin 3 → ℝ} (hv : v ≠ 0) : 0 < len v :=
  Real.sqrt_pos.2 (lt_of_le_of_ne (dot_self_nonneg v)
    (fun h => hv (dotProduct_self_eq_zero.1 h.symm)))
```

Along the motion, $(r\cdot r)'=2\,r\cdot p$. The chain rule for the square root, valid because $r\cdot r\neq0$, gives

$$|r|'=\frac{2\,r\cdot p}{2|r|}=\frac{r\cdot p}{|r|}.$$

In the proof, `hd` is the derivative of $r\cdot r$, and `hd.sqrt` applies the chain rule.

```lean
/-- The distance from the centre changes at the rate `r · p / |r|`. -/
theorem hasDerivAt_len {k : ℝ} {r p : ℝ → Fin 3 → ℝ} (h : IsKeplerMotion k r p) (t : ℝ) :
    HasDerivAt (fun s => len (r s)) ((r t ⬝ᵥ p t) / len (r t)) t := by
  have hr : ∀ i, HasDerivAt (fun s => r s i) (p t i) t := hasDerivAt_pi.1 (h.velocity t)
  have hd : HasDerivAt (fun s => r s ⬝ᵥ r s) (2 * (r t ⬝ᵥ p t)) t := by
    simp only [dotProduct, Fin.sum_univ_three]
    exact ((((hr 0).fun_mul (hr 0)).fun_add ((hr 1).fun_mul (hr 1))).fun_add
      ((hr 2).fun_mul (hr 2))).congr_deriv (by ring)
  have hne : r t ⬝ᵥ r t ≠ 0 := fun h0 => h.ne_zero t (dotProduct_self_eq_zero.1 h0)
  exact (hd.sqrt hne).congr_deriv (mul_div_mul_left _ _ two_ne_zero)
```

## Angular momentum

Each component of $L$ has the form $r_ap_b-r_bp_a$, and

$$(r_ap_b-r_bp_a)'=p_ap_b-\frac{k}{|r|^3}r_ar_b-p_bp_a+\frac{k}{|r|^3}r_br_a=0 .$$

The force terms cancel because the force is parallel to $r$. The local statement `hc` is this computation for general $a,b$. The three components use the pairs $(1,2)$, $(2,0)$ and $(0,1)$.

```lean
/-- Angular momentum is conserved along a Kepler motion. -/
theorem angMom_conserved {k : ℝ} {r p : ℝ → Fin 3 → ℝ} (h : IsKeplerMotion k r p) (t : ℝ) :
    HasDerivAt (fun s => angMom (r s) (p s)) 0 t := by
  have hr : ∀ i, HasDerivAt (fun s => r s i) (p t i) t := hasDerivAt_pi.1 (h.velocity t)
  have hp : ∀ i, HasDerivAt (fun s => p s i) (-(k / len (r t) ^ 3) * r t i) t :=
    hasDerivAt_pi.1 (h.force t)
  -- each component is an antisymmetric combination, and the force is central
  have hc : ∀ a b, HasDerivAt (fun s => r s a * p s b - r s b * p s a) 0 t := fun a b =>
    (((hr a).fun_mul (hp b)).fun_sub ((hr b).fun_mul (hp a))).congr_deriv (by ring)
  refine hasDerivAt_pi.2 fun i => ?_
  fin_cases i
  · exact hc 1 2
  · exact hc 2 0
  · exact hc 0 1
```

## The Laplace–Runge–Lenz vector

Since $L'=0$, only $p$ contributes to the derivative of $p\times L$:

$$(p\times L)'=-\frac{k}{|r|^3}\,r\times L .$$

Expanding the double cross product gives $r\times L=r\,(r\cdot p)-p\,|r|^2$, so

$$(p\times L)'=-\frac{k\,(r\cdot p)}{|r|^3}\,r+\frac{k}{|r|}\,p .$$

The product rule and the rate of $|r|$ give the same expression for the other term:

$$\left(\frac{k}{|r|}\,r\right)'=-\frac{k\,(r\cdot p)}{|r|^3}\,r+\frac{k}{|r|}\,p .$$

Their difference is $A'=0$. The cancellation uses the inverse-square law, whereas $L'=0$ needed only a central force.

The proof works by components. `hq` differentiates $k/|r|$, and `hc` shows that a component of $A'$ is $-k/|r|^3$ times the difference between the two sides of the double-product identity. The final three cases verify that identity by expansion.

```lean
/-- The Laplace-Runge-Lenz vector is conserved along a Kepler motion. -/
theorem lrl_conserved {k : ℝ} {r p : ℝ → Fin 3 → ℝ} (h : IsKeplerMotion k r p) (t : ℝ) :
    HasDerivAt (fun s => lrl k (r s) (p s)) 0 t := by
  have hr : ∀ i, HasDerivAt (fun s => r s i) (p t i) t := hasDerivAt_pi.1 (h.velocity t)
  have hp : ∀ i, HasDerivAt (fun s => p s i) (-(k / len (r t) ^ 3) * r t i) t :=
    hasDerivAt_pi.1 (h.force t)
  have hL : ∀ i, HasDerivAt (fun s => angMom (r s) (p s) i) 0 t :=
    hasDerivAt_pi.1 (angMom_conserved h t)
  have hne : len (r t) ≠ 0 := (len_pos (h.ne_zero t)).ne'
  have hq : HasDerivAt (fun s => k / len (r s))
      (-(k * ((r t ⬝ᵥ p t) / len (r t))) / len (r t) ^ 2) t :=
    ((hasDerivAt_const t k).fun_div (hasDerivAt_len h t) hne).congr_deriv (by ring)
  -- a component of `r × L = r (r · p) - p |r|²` makes the matching component of `A'` vanish
  have hc : ∀ i a b, r t a * angMom (r t) (p t) b - r t b * angMom (r t) (p t) a
        = r t i * (r t ⬝ᵥ p t) - p t i * len (r t) ^ 2 →
      HasDerivAt (fun s => p s a * angMom (r s) (p s) b - p s b * angMom (r s) (p s) a
        - k / len (r s) * r s i) 0 t := by
    intro i a b key
    refine ((((hp a).fun_mul (hL b)).fun_sub ((hp b).fun_mul (hL a))).fun_sub
      (hq.fun_mul (hr i))).congr_deriv ?_
    trans -(k / len (r t) ^ 3) *
      ((r t a * angMom (r t) (p t) b - r t b * angMom (r t) (p t) a)
        - (r t i * (r t ⬝ᵥ p t) - p t i * len (r t) ^ 2))
    · field_simp
      ring
    · rw [key, sub_self, mul_zero]
  refine hasDerivAt_pi.2 fun i => ?_
  fin_cases i
  · refine hc 0 1 2 ?_
    rw [len_sq]
    simp only [angMom, cross_apply, dotProduct, Fin.sum_univ_three, Matrix.cons_val]
    ring
  · refine hc 1 2 0 ?_
    rw [len_sq]
    simp only [angMom, cross_apply, dotProduct, Fin.sum_univ_three, Matrix.cons_val]
    ring
  · refine hc 2 0 1 ?_
    rw [len_sq]
    simp only [angMom, cross_apply, dotProduct, Fin.sum_univ_three, Matrix.cons_val]
    ring
```

## Two algebraic relations

The vector $p\times L$ is orthogonal to $L$, and $r\cdot L=r\cdot(r\times p)=0$. Hence $A\cdot L=0$, and $A$ lies in the orbital plane when $L\neq0$. This holds for any $r$ and $p$, without equations of motion; `ring` confirms it after expansion into components.

```lean
/-- The Laplace-Runge-Lenz vector is orthogonal to the angular momentum. -/
theorem lrl_dot_angMom (k : ℝ) (r p : Fin 3 → ℝ) : lrl k r p ⬝ᵥ angMom r p = 0 := by
  simp only [lrl, angMom, cross_apply, dotProduct, Fin.sum_univ_three, Pi.sub_apply,
    Pi.smul_apply, smul_eq_mul, Matrix.cons_val]
  ring
```

For the length of $A$, expand the square:

$$|A|^2=|p\times L|^2-\frac{2k}{|r|}\,r\cdot(p\times L)+\frac{k^2}{|r|^2}\,r\cdot r .$$

Since $p\perp L$, the first term is $|p|^2|L|^2$. The triple product is $r\cdot(p\times L)=(r\times p)\cdot L=|L|^2$, and the last term is $k^2$. Therefore

$$|A|^2=k^2+2\left(\frac{|p|^2}{2}-\frac{k}{|r|}\right)|L|^2=k^2+2H|L|^2 .$$

Lean replaces $k/|r|$ by a variable $u$ and keeps the relation $u^2\,(r\cdot r)=k^2$ as `hu`. What remains is a polynomial identity modulo that relation, which `linear_combination hu` closes.

```lean
/-- Away from the centre, `|A|² = k² + 2 H |L|²`. -/
theorem len_lrl_sq (k : ℝ) {r : Fin 3 → ℝ} (p : Fin 3 → ℝ) (hr : r ≠ 0) :
    len (lrl k r p) ^ 2 = k ^ 2 + 2 * energy k r p * len (angMom r p) ^ 2 := by
  have hne : len r ≠ 0 := (len_pos hr).ne'
  have hu : (k / len r) ^ 2 * (r ⬝ᵥ r) = k ^ 2 := by
    rw [← len_sq]
    field_simp
  rw [len_sq, len_sq]
  unfold lrl energy angMom
  generalize k / len r = u at hu ⊢
  simp only [dotProduct, Fin.sum_univ_three] at hu
  simp only [cross_apply, dotProduct, Fin.sum_univ_three, Pi.sub_apply,
    Pi.smul_apply, smul_eq_mul, Matrix.cons_val]
  linear_combination hu
```

In a trajectory code, the two kinds of statement test different things. The algebraic relations hold at any phase-space point with $r\neq0$, so a violation beyond rounding error points to a mistake in the routines for $A$, $L$ or $H$, not to a poor time step. A drift of $A$ between steps beyond rounding error points to the time stepping or the force routine, whereas an error only in the timing along the correct orbit leaves $A$ unchanged. Leapfrog, for example, preserves $L$ in exact arithmetic for a central force, yet generally lets the ellipse precess; the angle of $A$ in the orbital plane records this.

The main theorem takes a Kepler motion `h` and any time `t`, and returns the two zero derivatives and the two relations at that time.

```lean
/-- Along every Kepler motion `L` and `A` have zero time derivative, `A · L = 0`, and
`|A|² = k² + 2 H |L|²`. -/
theorem kepler_invariants {k : ℝ} {r p : ℝ → Fin 3 → ℝ} (h : IsKeplerMotion k r p) (t : ℝ) :
    HasDerivAt (fun s => angMom (r s) (p s)) 0 t ∧
    HasDerivAt (fun s => lrl k (r s) (p s)) 0 t ∧
    lrl k (r t) (p t) ⬝ᵥ angMom (r t) (p t) = 0 ∧
    len (lrl k (r t) (p t)) ^ 2
      = k ^ 2 + 2 * energy k (r t) (p t) * len (angMom (r t) (p t)) ^ 2 :=
  ⟨angMom_conserved h t, lrl_conserved h t, lrl_dot_angMom k _ _,
    len_lrl_sq k _ (h.ne_zero t)⟩
```

The result is the classical, one-particle background to the so(4) symmetry of the bound hydrogen atom, where a symmetrised operator version of $A$ joins $L$; Poisson brackets and commutators are not treated here.

## The orbit from its initial data

In the dot product of $A$ with $r$, the momentum enters only through $L$:

$$A\cdot r=r\cdot(p\times L)-k|r|=|L|^2-k|r| .$$

Because $A$ and $L$ are constant, their values at time zero may be used at every time $t$:

$$A(0)\cdot r(t)+k\,|r(t)|=|L(0)|^2 .$$

If $L\neq0$, then $r\cdot L=0$ with $L$ constant keeps the motion in the plane through the centre perpendicular to $L$. In that plane, for $k\neq0$, this is the equation of a conic with a focus at the centre and eccentricity $|A|/|k|$. A program can thus read the shape and orientation of the orbit from a single pair $(r,p)$, without integrating. In the proof, `is_const_of_deriv_eq_zero` turns the zero derivatives into equality of values at times $0$ and $t$; the rest is the algebra above.

```lean
/-- The orbit equation: at all times `A · r + k |r| = |L|²`, with `A` and `L` taken at
time zero. -/
theorem orbit_equation {k : ℝ} {r p : ℝ → Fin 3 → ℝ} (h : IsKeplerMotion k r p) (t : ℝ) :
    lrl k (r 0) (p 0) ⬝ᵥ r t + k * len (r t) = len (angMom (r 0) (p 0)) ^ 2 := by
  -- both vectors keep their initial values
  have hA : lrl k (r 0) (p 0) = lrl k (r t) (p t) :=
    is_const_of_deriv_eq_zero (fun s => (lrl_conserved h s).differentiableAt)
      (fun s => (lrl_conserved h s).deriv) 0 t
  have hL : angMom (r 0) (p 0) = angMom (r t) (p t) :=
    is_const_of_deriv_eq_zero (fun s => (angMom_conserved h s).differentiableAt)
      (fun s => (angMom_conserved h s).deriv) 0 t
  have hne : len (r t) ≠ 0 := (len_pos (h.ne_zero t)).ne'
  have hu : k / len (r t) * (r t ⬝ᵥ r t) = k * len (r t) := by
    rw [← len_sq]
    field_simp
  rw [hA, hL, len_sq, ← hu]
  unfold lrl angMom
  simp only [cross_apply, dotProduct, Fin.sum_univ_three, Pi.sub_apply,
    Pi.smul_apply, smul_eq_mul, Matrix.cons_val]
  ring
```

## Circular motion as an example

Uniform circular motion shows that the hypotheses are satisfiable. Take radius $a>0$, angular frequency $\omega$ and

$$r(t)=(a\cos\omega t,\;a\sin\omega t,\;0).$$

```lean
/-- Position in uniform circular motion of radius `a` and angular frequency `ω`. -/
def circlePos (a ω t : ℝ) : Fin 3 → ℝ := ![a * Real.cos (ω * t), a * Real.sin (ω * t), 0]
```

Differentiation gives the momentum

$$p(t)=(-a\omega\sin\omega t,\;a\omega\cos\omega t,\;0).$$

```lean
/-- Velocity in uniform circular motion of radius `a` and angular frequency `ω`. -/
def circleVel (a ω t : ℝ) : Fin 3 → ℝ :=
  ![-(a * ω) * Real.sin (ω * t), a * ω * Real.cos (ω * t), 0]
```

A second differentiation gives $p'=-\omega^2r$. Since $|r|=a$, this is the Kepler force exactly when $k/a^3=\omega^2$, that is, $k=\omega^2a^3$. The proof first establishes $|r|=a$ from $\sin^2+\cos^2=1$, which also shows that $r$ is never zero, and then checks both equations of motion component by component. The case $\omega=0$ is a particle at rest with no force.

```lean
/-- Uniform circular motion of radius `a > 0` and angular frequency `ω` is a Kepler motion
with `k = ω² a³`. -/
theorem isKeplerMotion_witness {a : ℝ} (ha : 0 < a) (ω : ℝ) :
    IsKeplerMotion (ω ^ 2 * a ^ 3) (circlePos a ω) (circleVel a ω) := by
  have hl : ∀ t, len (circlePos a ω t) = a := by
    intro t
    have hsq : circlePos a ω t ⬝ᵥ circlePos a ω t = a ^ 2 := by
      simp only [circlePos, dotProduct, Fin.sum_univ_three, Matrix.cons_val]
      linear_combination a ^ 2 * Real.sin_sq_add_cos_sq (ω * t)
    rw [len, hsq, Real.sqrt_sq ha.le]
  have h1 : ∀ t, HasDerivAt (fun s : ℝ => ω * s) ω t := fun t =>
    ((hasDerivAt_id' t).const_mul ω).congr_deriv (mul_one ω)
  refine ⟨fun t h0 => ?_, fun t => ?_, fun t => ?_⟩
  · have h2 := hl t
    rw [h0] at h2
    simp [len] at h2
    exact ha.ne h2
  · refine hasDerivAt_pi.2 fun i => ?_
    fin_cases i
    · exact ((h1 t).cos.const_mul a).congr_deriv (by simp [circleVel]; ring)
    · exact ((h1 t).sin.const_mul a).congr_deriv (by simp [circleVel]; ring)
    · exact hasDerivAt_const t (0 : ℝ)
  · have hk : ω ^ 2 * a ^ 3 / len (circlePos a ω t) ^ 3 = ω ^ 2 := by
      rw [hl]
      field_simp
    rw [hk]
    refine hasDerivAt_pi.2 fun i => ?_
    fin_cases i
    · exact ((h1 t).sin.const_mul (-(a * ω))).congr_deriv (by simp [circlePos]; ring)
    · exact ((h1 t).cos.const_mul (a * ω)).congr_deriv (by simp [circlePos]; ring)
    · exact (hasDerivAt_const t (0 : ℝ)).congr_deriv (by simp [circlePos])

end

end KeplerLaplaceRungeLenz
```

```lean
#print axioms KeplerLaplaceRungeLenz.lrl_conserved
-- 'KeplerLaplaceRungeLenz.lrl_conserved' depends on axioms: [propext, Classical.choice, Quot.sound]
#print axioms KeplerLaplaceRungeLenz.kepler_invariants
-- 'KeplerLaplaceRungeLenz.kepler_invariants' depends on axioms: [propext, Classical.choice, Quot.sound]
#print axioms KeplerLaplaceRungeLenz.orbit_equation
-- 'KeplerLaplaceRungeLenz.orbit_equation' depends on axioms: [propext, Classical.choice, Quot.sound]
```
